# At energy $-|g|^2/\omega$, a mode with a constant linear drive has Poisson photon statistics

## Does the three-term equation hide a second solution?

Take one field mode of frequency $\omega>0$ with $\hbar=1$ and the zero-point energy dropped. A fixed classical source drives it with complex strength $g$, so that

$$H=\omega a^\dagger a+g\,a^\dagger+\bar g\,a .$$

Write $c_n$ for the amplitude of $n$ photons. The stationary equation at energy $-|g|^2/\omega$ is

$$\omega n\,c_n+g\sqrt n\,c_{n-1}+\bar g\sqrt{n+1}\,c_{n+1}=-\frac{|g|^2}{\omega}c_n ,$$

with the middle term absent at $n=0$.

I can check that a coherent state with $a c=zc$, $z=-g/\omega$, solves this. But the equation links three neighbouring amplitudes, and such recurrences usually have two independent solutions. Could there be another state at the same energy whose photon number isn't Poisson distributed? And does anything change when $g=0$?

## One free constant, not two

There is no second solution. For $g\neq0$ the vacuum component has no $c_{-1}$ and already fixes $c_1=-(g/\omega)c_0$. For $g=0$ the equation reduces to $\omega n\,c_n=0$, which leaves only the vacuum. Factorising the Hamiltonian handles all components together.

### Factorisation and photon weights

The ladder operators act on amplitudes by

$$(ac)_n=\sqrt{n+1}\,c_{n+1},\qquad (a^\dagger c)_0=0,\qquad (a^\dagger c)_{n+1}=\sqrt{n+1}\,c_n .$$

Define $d_n=\sqrt{n+1}\,c_{n+1}+(g/\omega)c_n$, the components of $(a+g/\omega)c$. At $n=0$,

$$\bar g\,d_0=\bar g\,c_1+\frac{|g|^2}{\omega}c_0=(Hc)_0+\frac{|g|^2}{\omega}c_0 .$$

For the component $n+1$,

$$\begin{aligned}
\omega\sqrt{n+1}\,d_n+\bar g\,d_{n+1}
&=\omega(n+1)c_{n+1}+g\sqrt{n+1}\,c_n+\bar g\sqrt{n+2}\,c_{n+2}+\frac{|g|^2}{\omega}c_{n+1}\\
&=(Hc)_{n+1}+\frac{|g|^2}{\omega}c_{n+1}.
\end{aligned}$$

The stationary equation is therefore equivalent to

$$\bar g\,d_0=0,\qquad \omega\sqrt{n+1}\,d_n+\bar g\,d_{n+1}=0\quad(n\ge0).$$

If $g\neq0$, the first equation gives $d_0=0$, and the second carries this upwards: $d_n=0$ implies $d_{n+1}=0$. If $g=0$, the second equation gives $d_n=0$ directly, because $\omega\sqrt{n+1}\neq0$. Conversely, if all $d_n$ vanish, both equations hold. So the stationary equation at this energy says exactly that

$$\sqrt{n+1}\,c_{n+1}=z\,c_n,\qquad z=-\frac g\omega .$$

This first-order recursion leaves only $c_0$ free. Normalisation fixes its modulus, and an overall phase remains.

For the photon statistics, let $p_n=|c_n|^2$. The squared modulus of the recursion is

$$(n+1)p_{n+1}=|z|^2p_n .$$

If $p_n=p_0|z|^{2n}/n!$, dividing by $n+1$ gives the same formula for $p_{n+1}$, and at $n=0$ it is trivial. Summing over $n$ yields $1=p_0e^{|z|^2}$, hence

$$p_n=e^{-|z|^2}\frac{|z|^{2n}}{n!}.$$

For $z=0$ the power at $n=0$ is read as 1, and the state is the vacuum. The mean follows from the same relation, since the $n=0$ term contributes nothing:

$$\sum_{n\ge0}n\,p_n=\sum_{n\ge0}(n+1)p_{n+1}=|z|^2\sum_{n\ge0}p_n=|z|^2=\frac{|g|^2}{\omega^2}.$$

Normalised solutions exist for every $z$: take $c_n=e^{-|z|^2/2}z^n/\sqrt{n!}$. Then $\sqrt{n+1}\,c_{n+1}=e^{-|z|^2/2}z^{n+1}/\sqrt{n!}=z\,c_n$, and the squared moduli are the Poisson weights, which sum to 1.

The choice of energy matters. With $g=0$, the one-photon state is stationary at energy $\omega$, and its photon number is certainly not Poisson distributed.

### States as amplitude sequences

In the Lean code a state is a function `c : ℕ → ℂ`, and `c n` is the amplitude of $n$ photons. The functions `annihilate` and `create` are $a$ and $a^\dagger$ in components. The definition of `create` treats the vacuum separately, so no index $n-1$ is needed. `hamiltonian ω g c n` is $(Hc)_n$, and `displaced ω g c n` is $d_n$. The number `z` is what textbooks usually call the coherent amplitude $\alpha$.

The theorem `driven_mode` assumes $\omega>0$, $z=-g/\omega$, the recursion in the form `annihilate c n = z * c n` for all `n`, and normalisation. The last is written `HasSum (fun n => ‖c n‖ ^ 2) 1`: the series converges with sum 1. There are three conclusions: the Poisson formula for every $n$, the mean photon number as a convergent series with sum $|z|^2$, and the stationary equation.

Your question about a second solution is settled by `stationary_iff`. It states the equivalence of the stationary equation and the recursion for every complex sequence, normalised or not, and for every complex $g$. Then `stationary_mean_photons` starts from a normalised stationary solution and gives the mean $|g|^2/\omega^2$, while `driven_mode_witness` supplies the explicit coherent amplitudes.

These are statements about components. They contain no operator domains, no time evolution and no claim about the rest of the spectrum. Applying them to a real radiation field takes further modelling assumptions. Among these are the restriction to a single mode and the replacement of the charges in the source by a prescribed constant $g$, which ignores their recoil.

```lean
import Mathlib

open scoped ComplexConjugate

namespace DrivenMode

noncomputable section

/-- The annihilation operator acting on number-basis amplitudes:
`(a c)_n = √(n+1) c_(n+1)`. -/
def annihilate (c : ℕ → ℂ) (n : ℕ) : ℂ := (√((n : ℝ) + 1) : ℝ) * c (n + 1)

/-- The creation operator acting on number-basis amplitudes: the vacuum amplitude of the
result is zero, and `(a† c)_(n+1) = √(n+1) c_n`. -/
def create (c : ℕ → ℂ) : ℕ → ℂ
  | 0 => 0
  | n + 1 => (√((n : ℝ) + 1) : ℝ) * c n

/-- The Hamiltonian `ω n + g a† + conj(g) a` of a driven mode, acting on number-basis
amplitudes. -/
def hamiltonian (ω : ℝ) (g : ℂ) (c : ℕ → ℂ) (n : ℕ) : ℂ :=
  ω * n * c n + g * create c n + conj g * annihilate c n

/-- The displaced annihilation operator `a + g/ω`, for `ω ≠ 0`. -/
def displaced (ω : ℝ) (g : ℂ) (c : ℕ → ℂ) (n : ℕ) : ℂ :=
  annihilate c n + g / ω * c n

/-- Completing the square: for `ω > 0`, the Hamiltonian plus `|g|²/ω` equals
`(ω a† + conj(g)) (a + g/ω)`. -/
theorem complete_square {ω : ℝ} (hω : 0 < ω) (g : ℂ) (c : ℕ → ℂ) (n : ℕ) :
    hamiltonian ω g c n + ((‖g‖ ^ 2 / ω : ℝ) : ℂ) * c n =
      ω * create (displaced ω g c) n + conj g * displaced ω g c n := by
  have hg : conj g * g = (‖g‖ : ℂ) ^ 2 := Complex.conj_mul' g
  have hω' : (ω : ℂ) * (ω : ℂ)⁻¹ = 1 :=
    mul_inv_cancel₀ (Complex.ofReal_ne_zero.mpr hω.ne')
  cases n with
  | zero =>
    simp only [hamiltonian, create, displaced, Complex.ofReal_div, Complex.ofReal_pow,
      Nat.cast_zero]
    linear_combination (-(c 0) / ω) * hg
  | succ n =>
    have hs : ((√((n : ℝ) + 1) : ℝ) : ℂ) * (√((n : ℝ) + 1) : ℝ) = (n : ℂ) + 1 := by
      rw [← Complex.ofReal_mul, Real.mul_self_sqrt (by positivity)]
      push_cast
      rfl
    simp only [hamiltonian, create, displaced, annihilate, Complex.ofReal_div,
      Complex.ofReal_pow, Nat.cast_add, Nat.cast_one]
    linear_combination (-(c (n + 1)) / ω) * hg - ω * c (n + 1) * hs
      - g * (√((n : ℝ) + 1) : ℝ) * c n * hω'

/-- For `ω > 0`, a sequence of amplitudes solves the stationary equation with energy
`-|g|²/ω` exactly when the annihilation operator multiplies it by `-g/ω`. -/
theorem stationary_iff {ω : ℝ} (hω : 0 < ω) (g : ℂ) (c : ℕ → ℂ) :
    (∀ n, hamiltonian ω g c n = -((‖g‖ ^ 2 / ω : ℝ) : ℂ) * c n) ↔
      ∀ n, annihilate c n = -(g / ω) * c n := by
  constructor
  · intro h
    have hd : ∀ n, ω * create (displaced ω g c) n + conj g * displaced ω g c n = 0 := by
      intro n
      rw [← complete_square hω g c n, h n]
      ring
    have h0 : ∀ n, displaced ω g c n = 0 := by
      by_cases hg : g = 0
      · -- without drive, the component n + 1 alone fixes the amplitude
        intro n
        have h1 := hd (n + 1)
        have hs : ((√((n : ℝ) + 1) : ℝ) : ℂ) ≠ 0 :=
          Complex.ofReal_ne_zero.mpr (Real.sqrt_pos.mpr (by positivity)).ne'
        have hz : conj g = 0 := by rw [hg, map_zero]
        rw [hz, zero_mul, add_zero] at h1
        simp only [create] at h1
        exact (mul_eq_zero.mp ((mul_eq_zero.mp h1).resolve_left
          (Complex.ofReal_ne_zero.mpr hω.ne'))).resolve_left hs
      · -- with drive, the vacuum component starts an induction
        have hg' : conj g ≠ 0 := (map_ne_zero (starRingEnd ℂ)).mpr hg
        intro n
        induction n with
        | zero =>
          have h1 := hd 0
          simp only [create, mul_zero, zero_add] at h1
          exact (mul_eq_zero.mp h1).resolve_left hg'
        | succ n ih =>
          have h1 := hd (n + 1)
          simp only [create, ih, mul_zero, zero_add] at h1
          exact (mul_eq_zero.mp h1).resolve_left hg'
    intro n
    have h1 := h0 n
    unfold displaced at h1
    linear_combination h1
  · intro h n
    have hd : ∀ k, displaced ω g c k = 0 := by
      intro k
      unfold displaced
      rw [h k]
      ring
    have hc : create (displaced ω g c) n = 0 := by
      cases n with
      | zero => simp only [create]
      | succ k => simp only [create, hd k, mul_zero]
    have h1 := complete_square hω g c n
    rw [hc, hd n] at h1
    linear_combination h1

/-- If the annihilation operator multiplies the state by `z`, neighbouring photon-number
weights obey `(n+1) |c_(n+1)|² = |z|² |c_n|²`. -/
theorem weight_step {z : ℂ} {c : ℕ → ℂ} (h : ∀ n, annihilate c n = z * c n) (n : ℕ) :
    ((n : ℝ) + 1) * ‖c (n + 1)‖ ^ 2 = ‖z‖ ^ 2 * ‖c n‖ ^ 2 := by
  have h1 := congrArg (fun w : ℂ => ‖w‖ ^ 2) (h n)
  have hn : (0 : ℝ) ≤ (n : ℝ) + 1 := by positivity
  simpa only [annihilate, norm_mul, mul_pow, Complex.norm_real, Real.norm_eq_abs, sq_abs,
    Real.sq_sqrt hn] using h1

/-- The Poisson weights `exp(-r) r^n / n!` sum to one. -/
theorem poisson_sum (r : ℝ) :
    HasSum (fun n : ℕ => Real.exp (-r) * (r ^ n / n.factorial)) 1 := by
  have h := NormedSpace.expSeries_div_hasSum_exp r
  rw [← Real.exp_eq_exp_ℝ] at h
  have h2 := h.mul_left (Real.exp (-r))
  rwa [← Real.exp_add, neg_add_cancel, Real.exp_zero] at h2

/-- Driven mode: for `ω > 0`, a normalised state that the annihilation operator multiplies by
`z = -g/ω` has Poisson photon statistics with parameter `|z|²`, mean photon number `|z|²`, and
solves the stationary equation with energy `-|g|²/ω`. -/
theorem driven_mode {ω : ℝ} (hω : 0 < ω) {g z : ℂ} (hz : z = -(g / ω)) {c : ℕ → ℂ}
    (h : ∀ n, annihilate c n = z * c n) (hnorm : HasSum (fun n => ‖c n‖ ^ 2) 1) :
    (∀ n, ‖c n‖ ^ 2 = Real.exp (-‖z‖ ^ 2) * ((‖z‖ ^ 2) ^ n / n.factorial)) ∧
      HasSum (fun n : ℕ => (n : ℝ) * ‖c n‖ ^ 2) (‖z‖ ^ 2) ∧
      ∀ n, hamiltonian ω g c n = -((‖g‖ ^ 2 / ω : ℝ) : ℂ) * c n := by
  refine ⟨?_, ?_, (stationary_iff hω g c).mpr (fun n => by rw [h n, hz])⟩
  · -- the recursion fixes all weights in terms of the vacuum weight
    have hw : ∀ n : ℕ, ‖c n‖ ^ 2 = ‖c 0‖ ^ 2 * ((‖z‖ ^ 2) ^ n / n.factorial) := by
      intro n
      induction n with
      | zero => simp
      | succ n ih =>
        have hn : (n : ℝ) + 1 ≠ 0 := by positivity
        have hf : (n.factorial : ℝ) ≠ 0 := by positivity
        apply mul_left_cancel₀ hn
        rw [weight_step h n, ih, Nat.factorial_succ]
        push_cast
        field_simp
        ring
    -- normalisation fixes the vacuum weight
    have h1 := (poisson_sum (‖z‖ ^ 2)).mul_left (‖c 0‖ ^ 2)
    have h2 := hnorm.mul_left (Real.exp (-‖z‖ ^ 2))
    have h3 : (fun n : ℕ => Real.exp (-‖z‖ ^ 2) * ‖c n‖ ^ 2) =
        fun n : ℕ => ‖c 0‖ ^ 2 * (Real.exp (-‖z‖ ^ 2) * ((‖z‖ ^ 2) ^ n / n.factorial)) := by
      funext n
      rw [hw n]
      ring
    rw [h3] at h2
    have h0 := h1.unique h2
    intro n
    rw [hw n]
    linear_combination ((‖z‖ ^ 2) ^ n / n.factorial) * h0
  · -- shift the sum by one photon
    refine (hasSum_nat_add_iff' 1).mp ?_
    have h1 : HasSum (fun n : ℕ => ‖z‖ ^ 2 * ‖c n‖ ^ 2) (‖z‖ ^ 2 * 1) :=
      hnorm.mul_left (‖z‖ ^ 2)
    have h2 : (fun n : ℕ => ((n + 1 : ℕ) : ℝ) * ‖c (n + 1)‖ ^ 2) =
        fun n : ℕ => ‖z‖ ^ 2 * ‖c n‖ ^ 2 := by
      funext n
      rw [← weight_step h n, Nat.cast_add, Nat.cast_one]
    have h3 : ‖z‖ ^ 2 - ∑ i ∈ Finset.range 1, (i : ℝ) * ‖c i‖ ^ 2 = ‖z‖ ^ 2 * 1 := by
      simp
    rw [← h2, ← h3] at h1
    exact h1

/-- For `ω > 0`, every normalised solution of the stationary equation with energy `-|g|²/ω`
has mean photon number `|g|²/ω²`. -/
theorem stationary_mean_photons {ω : ℝ} (hω : 0 < ω) {g : ℂ} {c : ℕ → ℂ}
    (h : ∀ n, hamiltonian ω g c n = -((‖g‖ ^ 2 / ω : ℝ) : ℂ) * c n)
    (hnorm : HasSum (fun n => ‖c n‖ ^ 2) 1) :
    HasSum (fun n : ℕ => (n : ℝ) * ‖c n‖ ^ 2) (‖g‖ ^ 2 / ω ^ 2) := by
  have h1 := (driven_mode hω rfl ((stationary_iff hω g c).mp h) hnorm).2.1
  rwa [norm_neg, norm_div, Complex.norm_real, Real.norm_eq_abs, div_pow, sq_abs] at h1

/-- For every complex `z`, the amplitudes `exp(-|z|²/2) z^n / √(n!)` are normalised and are
multiplied by `z` under the annihilation operator. -/
theorem driven_mode_witness (z : ℂ) :
    let c : ℕ → ℂ := fun n =>
      (Real.exp (-‖z‖ ^ 2 / 2) : ℝ) * z ^ n / (√(n.factorial : ℝ) : ℝ)
    (∀ n, annihilate c n = z * c n) ∧ HasSum (fun n => ‖c n‖ ^ 2) 1 := by
  intro c
  constructor
  · intro n
    have hs : ((√((n : ℝ) + 1) : ℝ) : ℂ) ≠ 0 :=
      Complex.ofReal_ne_zero.mpr (Real.sqrt_pos.mpr (by positivity)).ne'
    have hf : ((√(n.factorial : ℝ) : ℝ) : ℂ) ≠ 0 :=
      Complex.ofReal_ne_zero.mpr (Real.sqrt_pos.mpr (by positivity)).ne'
    have hm : √((n + 1).factorial : ℝ) = √((n : ℝ) + 1) * √(n.factorial : ℝ) := by
      rw [Nat.factorial_succ, Nat.cast_mul, Nat.cast_add, Nat.cast_one,
        Real.sqrt_mul (by positivity)]
    simp only [annihilate, c]
    rw [hm, Complex.ofReal_mul, pow_succ]
    field_simp
    ring
  · have he : Real.exp (-‖z‖ ^ 2 / 2) ^ 2 = Real.exp (-‖z‖ ^ 2) := by
      rw [sq, ← Real.exp_add]
      congr 1
      ring
    convert poisson_sum (‖z‖ ^ 2) using 1
    funext n
    have hn : (0 : ℝ) ≤ (n.factorial : ℝ) := by positivity
    simp only [c, norm_div, norm_mul, norm_pow, Complex.norm_real, Real.norm_eq_abs,
      div_pow, mul_pow, sq_abs, Real.sq_sqrt hn, he]
    ring

end

end DrivenMode
```

```lean
#print axioms DrivenMode.driven_mode
#print axioms DrivenMode.stationary_mean_photons
```

```
'DrivenMode.driven_mode' depends on axioms: [propext, Classical.choice, Quot.sound]
'DrivenMode.stationary_mean_photons' depends on axioms: [propext, Classical.choice, Quot.sound]
```

### From components to the theorems

`complete_square` is the factorisation above. It splits into the vacuum component and the component $n+1$. In each case `linear_combination` reduces the claim to identities already at hand: $\bar g g=|g|^2$ and, for $n+1$, also $\sqrt{n+1}^{\,2}=n+1$ and $\omega\omega^{-1}=1$.

In the forward direction of `stationary_iff`, `hd` is the pair of equations for $d_n$, and `h0` says that every $d_n$ vanishes. The split `by_cases hg : g = 0` separates the two arguments given above: without drive each $d_n$ is read off from component $n+1$, and with drive an induction starts at the vacuum. The reverse direction puts $d_n=0$ into the completed square.

`weight_step` takes the squared modulus of the recursion, and `poisson_sum` derives the normalisation of the Poisson weights from the exponential series. Inside `driven_mode`, `hw` is the induction for $p_n$. To find $p_0$, the proof sums the sequence $e^{-|z|^2}p_n$ in two ways. Normalisation of the state gives $e^{-|z|^2}$, and the Poisson sum gives $p_0$. Uniqueness of the sum, `h1.unique h2`, equates them.

For the mean, `hasSum_nat_add_iff' 1` shifts the series by one photon, and `weight_step` turns the shifted terms into $|z|^2p_n$. The corollary `stationary_mean_photons` first obtains the recursion from `stationary_iff` and then applies `driven_mode`. The witness is checked by splitting $\sqrt{(n+1)!}$ into $\sqrt{n+1}\,\sqrt{n!}$ and comparing the weights with `poisson_sum`.

### A misplaced conjugate, and a sum over soft modes

The conjugate is easily put in the wrong place. Because $g$ multiplies $a^\dagger$ in $H$, the eigenvalue of $a$ is $-g/\omega$ and not $-\bar g/\omega$. The photon statistics cannot reveal the error, since both numbers have the same modulus. The vacuum component can: for $\omega=1$ and $g=i$, the correct $z=-i$ gives $\bar g z=-1$, the required energy, whereas $z=i$ gives $+1$.

In an infrared calculation with a fixed source and independent modes $k$, the single-mode result enters once per mode. The weight for finding no quantum at all is the product of the vacuum weights,

$$P_0=\exp\Bigl(-\sum_k\frac{|g_k|^2}{\omega_k^2}\Bigr).$$

For a massless scalar field in three dimensions, coupled linearly to a static point source, $|g_k|^2\propto1/\omega_k$. The sum between a lower cutoff $\lambda$ and an upper cutoff $\Lambda$ becomes $C\int_\lambda^\Lambda d\omega/\omega=C\ln(\Lambda/\lambda)$, where $C>0$ is set by the coupling. Hence $P_0=(\lambda/\Lambda)^C$, which vanishes as $\lambda\to0$, while the mean number of quanta grows logarithmically. The energy shift $-\sum_k|g_k|^2/\omega_k$ stays finite in the same limit. For photons, a steady localised current doesn't produce this logarithm: its spatial integral vanishes, which weakens the coupling at low frequency. This many-mode estimate is an informal application of the one-mode theorem.

The one-mode Poisson formula also appears in molecular spectra. Take a single harmonic vibration whose equilibrium position shifts at unchanged frequency between two electronic states, and let $g$ be the strength of the linear term that causes the shift. Then $|g|^2/\omega^2$ is the Huang–Rhys factor, and the Poisson weights are the Franck–Condon factors from the vibrational ground state.
